# A nonzero ω is an eigenvalue of the RPA matrix [[A, B], [−B, −A]] exactly when ω² is an eigenvalue of (A − B)(A + B)

In the random-phase approximation (RPA), excitation frequencies are eigenvalues of a response matrix that couples excitation amplitudes x to de-excitation amplitudes y. The lemma `frequency_iff_sq_eigenvalue` takes this matrix in the form [[A, B], [−B, −A]] and says that a nonzero complex ω is one of its eigenvalues exactly when ω² is an eigenvalue of the half-size matrix (A − B)(A + B). Here A and B are any complex square matrices of the same finite size, with no Hermiticity assumed, and eigenvectors need only be nonzero, not normalised. From left to right, the proof adds and subtracts the two amplitude equations and takes u = x + y as the new eigenvector. From right to left, it starts from u, sets w = (A + B)u, and rebuilds the amplitudes as x = ωu + w and y = ωu − w.

An attempt in Lean 4 with a fault in it:

```lean
import Mathlib

open Matrix

namespace RPADeterminantTest

noncomputable section

variable {n : Type*} [Fintype n] [DecidableEq n]

/-- The linear-response (RPA) matrix `[[A, B], [-B, -A]]`. -/
def rpaMatrix (A B : Matrix n n ℂ) : Matrix (n ⊕ n) (n ⊕ n) ℂ :=
  fromBlocks A B (-B) (-A)

/-- `ω` is an RPA frequency if the response matrix has a nonzero eigenvector with
eigenvalue `ω`. -/
def IsRPAFrequency (A B : Matrix n n ℂ) (ω : ℂ) : Prop :=
  ∃ z : n ⊕ n → ℂ, z ≠ 0 ∧ rpaMatrix A B *ᵥ z = ω • z

omit [DecidableEq n] in
/-- The RPA eigenvalue equation written as two coupled equations for the excitation
amplitudes `x` and the de-excitation amplitudes `y`. -/
theorem rpa_equations (A B : Matrix n n ℂ) (ω : ℂ) (x y : n → ℂ) :
    rpaMatrix A B *ᵥ Sum.elim x y = ω • Sum.elim x y ↔
      A *ᵥ x + B *ᵥ y = ω • x ∧ (-B) *ᵥ x + (-A) *ᵥ y = ω • y := by
  rw [rpaMatrix, fromBlocks_mulVec, Sum.elim_comp_inl, Sum.elim_comp_inr]
  constructor
  · intro h
    exact ⟨funext fun i => congrFun h (Sum.inl i), funext fun i => congrFun h (Sum.inr i)⟩
  · rintro ⟨h1, h2⟩
    funext i
    rcases i with i | i
    · exact congrFun h1 i
    · exact congrFun h2 i

omit [DecidableEq n] in
/-- A nonzero `ω` is an RPA frequency exactly when `ω ^ 2` is an eigenvalue of the
half-size matrix `(A - B) (A + B)`. -/
theorem frequency_iff_sq_eigenvalue (A B : Matrix n n ℂ) {ω : ℂ} (hω : ω ≠ 0) :
    IsRPAFrequency A B ω ↔
      ∃ u : n → ℂ, u ≠ 0 ∧ ((A - B) * (A + B)) *ᵥ u = ω ^ 2 • u := by
  constructor
  · rintro ⟨z, hz, h⟩
    obtain ⟨x, y, rfl⟩ : ∃ x y : n → ℂ, z = Sum.elim x y :=
      ⟨z ∘ Sum.inl, z ∘ Sum.inr, (Sum.elim_comp_inl_inr z).symm⟩
    obtain ⟨p, q⟩ := (rpa_equations A B ω x y).1 h
    -- sum and difference of the two amplitude equations
    have hv : (A - B) *ᵥ (x - y) = ω • (x + y) := by
      rw [smul_add, ← p, ← q]
      simp only [sub_mulVec, mulVec_sub, neg_mulVec]
      abel
    have hu : (A + B) *ᵥ (x + y) = ω • (x - y) := by
      rw [smul_sub, ← p, ← q]
      simp only [add_mulVec, mulVec_add, neg_mulVec]
      abel
    refine ⟨x + y, fun h0 => hz ?_, ?_⟩
    · rw [h0, mulVec_zero] at hu
      have h1 : x - y = 0 := (smul_eq_zero.1 hu.symm).resolve_left hω
      funext i
      rcases i with i | i
      · have a : x i + y i = 0 := congrFun h0 i
        have b : x i - y i = 0 := congrFun h1 i
        change x i = 0
        linear_combination (a + b) / 2
      · have a : x i + y i = 0 := congrFun h0 i
        have b : x i - y i = 0 := congrFun h1 i
        change y i = 0
        linear_combination (a - b) / 2
    · rw [← mulVec_mulVec, hu, mulVec_smul, hv, smul_smul, sq]
  · rintro ⟨u, hu, h⟩
    obtain ⟨w, hw⟩ : ∃ w, (A + B) *ᵥ u = w := ⟨_, rfl⟩
    rw [← mulVec_mulVec, hw] at h
    -- rebuild the amplitudes from `u` and `w = (A + B) u`
    refine ⟨Sum.elim (ω • u + w) (ω • u - w), fun h0 => hu ?_,
      (rpa_equations A B ω _ _).2 ⟨?_, ?_⟩⟩
    · funext i
      have a : ω * u i + w i = 0 := congrFun h0 (Sum.inl i)
      have b : ω * u i - w i = 0 := congrFun h0 (Sum.inr i)
      have c : ω * u i = 0 := by linear_combination (a + b) / 2
      exact (mul_eq_zero.1 c).resolve_left hω
    · calc A *ᵥ (ω • u + w) + B *ᵥ (ω • u - w)
          = ω • ((A + B) *ᵥ u) + (A - B) *ᵥ w := by
            simp only [mulVec_add, mulVec_sub, mulVec_smul, add_mulVec, sub_mulVec, smul_add]
            abel
        _ = ω • (ω • u + w) := by rw [hw, h]; module
    · calc (-B) *ᵥ (ω • u + w) + (-A) *ᵥ (ω • u - w)
          = -(ω • ((A + B) *ᵥ u)) + (A - B) *ᵥ w := by
            simp only [mulVec_add, mulVec_sub, mulVec_smul, add_mulVec, sub_mulVec,
              neg_mulVec, smul_add]
            abel
        _ = ω • (ω • u - w) := by rw [hw, h]; module

end

end RPADeterminantTest
```

The compiler's answer:

```
Try this:
  [apply] abel_nf
Main.lean:87:52: error: unsolved goals
n : Type u_1
inst✝ : Fintype n
A B : Matrix n n ℂ
ω : ℂ
hω : ω ≠ 0
u : n → ℂ
hu : u ≠ 0
w : n → ℂ
h : (A - B) *ᵥ w = ω ^ 2 • u
hw : (A + B) *ᵥ u = w
⊢ ω • -1 • B *ᵥ u + (-1 • B *ᵥ w + (ω • -1 • A *ᵥ u + A *ᵥ w)) =
    -1 • B *ᵥ w + (A *ᵥ w + (-1 • ω • A *ᵥ u + -1 • ω • B *ᵥ u))
```

Diagnosis. The error is in the last `calc` block, which checks the second amplitude equation for the rebuilt vector. There `abel` could not close the goal, so it fell back to `abel_nf`, hence the "Try this" message, and that left the goal shown.

The two sides of that goal are equal, but the minus signs sit in different places. On the left, `mulVec_smul` and `neg_mulVec` produce ω times the negative of `B *ᵥ u`; on the right, the minus sign stands outside the multiplication by ω. The same happens with `A *ᵥ u`. The `simp only` list has no lemma such as `smul_neg` to bring them into line. `abel` works with sums, negatives and integer multiples, but does not use the rules for a general scalar like ω, so it cannot match `ω • -1 • B *ᵥ u` with `-1 • ω • B *ᵥ u`.

The repair replaces this `abel` with `module`, which also knows how scalars multiply and distribute over vectors. It can therefore move the sign past ω and prove the equality.

Fix (accepted with no message):

```diff
@@ -88,5 +88,5 @@
             simp only [mulVec_add, mulVec_sub, mulVec_smul, add_mulVec, sub_mulVec,
               neg_mulVec, smul_add]
-            abel
+            module
         _ = ω • (ω • u - w) := by rw [hw, h]; module
 
```
